# For a given Anderson Hamiltonian, the opposite-spin occupation fixes the impurity's first two spectral moments in a stationary state

An isolated impurity level with energy \(e\) and repulsion \(U\) has \(H=e(n_\uparrow+n_\downarrow)+Un_\uparrow n_\downarrow\) with \(n_\sigma=d_\sigma^\dagger d_\sigma\), so \(A=[d_\uparrow,H]=(e+Un_\downarrow)d_\uparrow\), and \(n_\downarrow^2=n_\downarrow\) gives \(\{A,A^\dagger\}=(e+Un_\downarrow)^2=e^2+(2eU+U^2)n_\downarrow\). Coupling the level to a finite bath with real amplitudes \(V_k\) adds only the constant \(\sum_k V_k^2\).

In Lean 4 with Mathlib:

```lean
import Mathlib

open Matrix

namespace AndersonSpectralMoments

noncomputable section

/-- The commutator of two operators. -/
def comm {R : Type*} [Ring R] (x y : R) : R := x * y - y * x

/-- The anticommutator of two operators. -/
def acomm {R : Type*} [Ring R] (x y : R) : R := x * y + y * x

/-- The canonical anticommutation relations for a family of annihilation operators. -/
structure IsCAR {ι R : Type*} [DecidableEq ι] [Ring R] [StarRing R] (a : ι → R) : Prop where
  anti : ∀ i j, a i * a j + a j * a i = 0
  canon : ∀ i j, a i * star (a j) + star (a j) * a i = if i = j then 1 else 0

/-- The occupation operator of a mode. -/
def num {ι R : Type*} [Ring R] [StarRing R] (a : ι → R) (i : ι) : R := star (a i) * a i

/-- The Anderson Hamiltonian. Orbital `none` is the impurity, `some k` is a bath level, and
the spin is `true` for up and `false` for down. -/
def anderson {K R : Type*} [Fintype K] [Ring R] [StarRing R] [Algebra ℝ R]
    (a : Option K × Bool → R) (e U : ℝ) (ε V : K → ℝ) : R :=
  ∑ s, e • num a (none, s) + U • (num a (none, true) * num a (none, false))
    + ∑ s, ∑ k, (ε k • num a (some k, s)
      + V k • (star (a (none, s)) * a (some k, s) + star (a (some k, s)) * a (none, s)))

section General

variable {ι R : Type*} [DecidableEq ι] [Ring R] [StarRing R] {a : ι → R}

/-- The commutator of an annihilation operator with a one-body hopping term. -/
theorem comm_bilinear (h : IsCAR a) (i j k : ι) :
    comm (a i) (star (a j) * a k) = if i = j then a k else 0 := by
  have key : comm (a i) (star (a j) * a k)
      = (a i * star (a j) + star (a j) * a i) * a k
        - star (a j) * (a i * a k + a k * a i) := by
    unfold comm
    noncomm_ring
  rw [key, h.canon, h.anti]
  split_ifs <;> simp

/-- The occupation of a mode commutes with the annihilator and the creator of any other mode. -/
theorem num_commutes (h : IsCAR a) {i j : ι} (hij : i ≠ j) :
    a i * num a j = num a j * a i ∧ star (a i) * num a j = num a j * star (a i) := by
  have h1 : a i * num a j = num a j * a i := by
    have := comm_bilinear h i j j
    rw [if_neg hij] at this
    exact sub_eq_zero.mp this
  have hn : star (num a j) = num a j := by simp [num]
  refine ⟨h1, ?_⟩
  have h2 := congrArg star h1
  rw [star_mul, star_mul, hn] at h2
  exact h2.symm

/-- A fermionic occupation operator is idempotent. -/
theorem num_sq [Algebra ℝ R] (h : IsCAR a) (i : ι) : num a i * num a i = num a i := by
  have hz : a i * a i = 0 := by
    have h2 : a i * a i = (1 / 2 : ℝ) • (a i * a i + a i * a i) := by module
    rw [h2, h.anti, smul_zero]
  have hc : a i * star (a i) = 1 - star (a i) * a i := by
    have := h.canon i i
    rw [if_pos rfl] at this
    exact eq_sub_of_add_eq this
  calc num a i * num a i = star (a i) * (a i * star (a i)) * a i := by
        simp only [num, mul_assoc]
    _ = star (a i) * a i - star (a i) * star (a i) * (a i * a i) := by
        rw [hc]; noncomm_ring
    _ = num a i := by rw [hz, mul_zero, sub_zero, num]

end General

section Impurity

variable {K R : Type*} [Fintype K] [DecidableEq K] [Ring R] [StarRing R] [Algebra ℝ R]
  {a : Option K × Bool → R}

/-- The equation of motion of the spin-up impurity electron. -/
theorem equation_of_motion (h : IsCAR a) (e U : ℝ) (ε V : K → ℝ) :
    comm (a (none, true)) (anderson a e U ε V)
      = e • a (none, true) + U • (num a (none, false) * a (none, true))
        + ∑ k, V k • a (some k, true) := by
  have b := comm_bilinear h (none, true)
  have hc := (num_commutes h (i := (none, true)) (j := (none, false)) (by simp)).1
  -- only the spin-up factor of the repulsion responds
  have hU : comm (a (none, true)) (num a (none, true) * num a (none, false))
      = num a (none, false) * a (none, true) := by
    have h1 : comm (a (none, true)) (num a (none, true)) = a (none, true) := by
      simpa [num] using b (none, true) (none, true)
    calc _ = comm (a (none, true)) (num a (none, true)) * num a (none, false) := by
          simp only [comm, sub_mul, mul_assoc, hc]
      _ = _ := by rw [h1, hc]
  obtain ⟨L, hL⟩ : ∃ L : R →ₗ[ℝ] R, ∀ y, comm (a (none, true)) y = L y :=
    ⟨LinearMap.mulLeft ℝ (a (none, true)) - LinearMap.mulRight ℝ (a (none, true)),
      fun _ => rfl⟩
  rw [hL]
  simp only [anderson, map_add, map_sum, map_smul]
  simp only [← hL, hU]
  simp only [num, b]
  simp

/-- The anticommutators of `[d↑, H]` with the spin-up creators: `e + U n↓` for the impurity
and `V k` for bath level `k`. -/
theorem acomm_creator (h : IsCAR a) (e U : ℝ) (ε V : K → ℝ) (o : Option K) :
    acomm (comm (a (none, true)) (anderson a e U ε V)) (star (a (o, true)))
      = o.elim (e • (1 : R) + U • num a (none, false)) (fun k => V k • (1 : R)) := by
  have hx := (num_commutes h (i := (o, true)) (j := (none, false)) (by simp)).2
  have hd : acomm (num a (none, false) * a (none, true)) (star (a (o, true)))
      = num a (none, false) * acomm (a (none, true)) (star (a (o, true))) := by
    simp only [acomm, mul_add, ← mul_assoc, hx]
  have hcan : ∀ i j, acomm (a i) (star (a j)) = if i = j then 1 else 0 := h.canon
  obtain ⟨L, hL⟩ : ∃ L : R →ₗ[ℝ] R, ∀ y, acomm y (star (a (o, true))) = L y :=
    ⟨LinearMap.mulRight ℝ (star (a (o, true))) + LinearMap.mulLeft ℝ (star (a (o, true))),
      fun _ => rfl⟩
  rw [equation_of_motion h, hL]
  simp only [map_add, map_sum, map_smul]
  simp only [← hL, hd, hcan]
  cases o <;> simp

/-- With `A = [d↑, H]`, the operators `{A, d↑†}` and `{A, A†}` contain only the
opposite-spin impurity occupation and constants. -/
theorem moment_operators [StarModule ℝ R] (h : IsCAR a) (e U : ℝ) (ε V : K → ℝ) :
    let A := comm (a (none, true)) (anderson a e U ε V)
    acomm A (star (a (none, true))) = e • (1 : R) + U • num a (none, false) ∧
    acomm A (star A) = (e ^ 2) • (1 : R) + (2 * e * U + U ^ 2) • num a (none, false)
      + (∑ k, V k ^ 2) • (1 : R) := by
  intro A
  have h1 : acomm A (star (a (none, true))) = e • (1 : R) + U • num a (none, false) :=
    acomm_creator h e U ε V none
  have hk : ∀ k, acomm A (star (a (some k, true))) = V k • (1 : R) :=
    fun k => acomm_creator h e U ε V (some k)
  have hA : A = _ := equation_of_motion h e U ε V
  clear_value A
  refine ⟨h1, ?_⟩
  have hn : star (num a (none, false)) = num a (none, false) := by simp [num]
  have hc : ∀ o, a (o, true) * num a (none, false) = num a (none, false) * a (o, true) :=
    fun o => (num_commutes h (by simp)).1
  have hs : star A = e • star (a (none, true))
      + U • (star (a (none, true)) * num a (none, false))
      + ∑ k, V k • star (a (some k, true)) := by
    rw [hA]
    simp only [star_add, star_smul, star_sum, star_mul, hn, star_trivial]
  -- A conserves the spin-down occupation
  have hAn : A * num a (none, false) = num a (none, false) * A := by
    rw [hA]
    simp only [add_mul, mul_add, Finset.sum_mul, Finset.mul_sum, smul_mul_assoc,
      mul_smul_comm, mul_assoc, hc]
  have h2 : acomm A (star (a (none, true)) * num a (none, false))
      = acomm A (star (a (none, true))) * num a (none, false) := by
    simp only [acomm, add_mul, mul_assoc, hAn]
  obtain ⟨L, hL⟩ : ∃ L : R →ₗ[ℝ] R, ∀ y, acomm A y = L y :=
    ⟨LinearMap.mulLeft ℝ A + LinearMap.mulRight ℝ A, fun _ => rfl⟩
  rw [hs, hL]
  simp only [map_add, map_sum, map_smul]
  simp only [← hL, h2, h1, hk]
  simp only [add_mul, smul_mul_assoc, one_mul, num_sq h, Finset.sum_smul, smul_smul, pow_two]
  module

/-- The Anderson Hamiltonian is self-adjoint. -/
theorem anderson_selfAdjoint [StarModule ℝ R] (h : IsCAR a) (e U : ℝ) (ε V : K → ℝ) :
    star (anderson a e U ε V) = anderson a e U ε V := by
  have hn : ∀ i, star (num a i) = num a i := fun i => by simp [num]
  have hc : num a (none, false) * num a (none, true)
      = num a (none, true) * num a (none, false) := by
    obtain ⟨h1, h2⟩ := num_commutes h (i := (none, true)) (j := (none, false)) (by simp)
    conv_rhs => rw [num, mul_assoc, h1, ← mul_assoc, h2, mul_assoc]
    rfl
  simp only [anderson, star_add, star_sum, star_smul, star_mul, star_star, star_trivial, hn, hc]
  congr 1
  refine Finset.sum_congr rfl fun s _ => Finset.sum_congr rfl fun k _ => ?_
  module

/-- For a real-linear functional `w` with `w 1 = 1` and `w [n↓, H] = 0`, the averages of `{[d↑, H],
d↑†}` and `{[[d↑, H], H], d↑†}` are given by `w n↓`, `e`, `U` and the sum of the `V k ^ 2`. -/
theorem spectral_moments [StarModule ℝ R] (h : IsCAR a) (e U : ℝ) (ε V : K → ℝ)
    (w : R →ₗ[ℝ] ℂ) (w1 : w 1 = 1)
    (hw : w (comm (num a (none, false)) (anderson a e U ε V)) = 0) :
    let H := anderson a e U ε V
    let d := a (none, true)
    let n := w (num a (none, false))
    w (acomm (comm d H) (star d)) = e + U * n ∧
    w (acomm (comm (comm d H) H) (star d))
      = e ^ 2 + (2 * e * U + U ^ 2) * n + ∑ k, (V k : ℂ) ^ 2 := by
  intro H d n
  obtain ⟨m1, m2⟩ := moment_operators h e U ε V
  have hH : star H = H := anderson_selfAdjoint h e U ε V
  change acomm (comm d H) (star d) = _ at m1
  change acomm (comm d H) (star (comm d H)) = _ at m2
  have hs : star (comm d H) = H * star d - star d * H := by
    simp only [comm, star_sub, star_mul, hH]
  -- move one commutator with H onto the creator
  have key : ∀ A D : R, acomm (comm A H) D
      = comm (acomm A D) H + acomm A (H * D - D * H) := by
    intro A D
    unfold acomm comm
    noncomm_ring
  have hcm : comm (e • (1 : R) + U • num a (none, false)) H
      = U • comm (num a (none, false)) H := by
    simp only [comm, add_mul, mul_add, smul_mul_assoc, mul_smul_comm, one_mul, mul_one]
    module
  constructor
  · rw [m1]
    simp [w1, n]
  · rw [key, ← hs, m1, m2, hcm, map_add, map_smul, hw]
    simp [w1, n]

end Impurity

/-- The Jordan–Wigner step: one new mode is added in front of a given family. -/
def addMode {R : Type*} [Ring R] {n : ℕ} (a : Fin n → R) :
    Fin (n + 1) → Matrix (Fin 2) (Fin 2) R :=
  Fin.cons !![0, 1; 0, 0] (fun i => !![a i, 0; 0, -a i])

/-- The Jordan–Wigner step preserves the canonical anticommutation relations. -/
theorem addMode_isCAR {R : Type*} [Ring R] [StarRing R] {n : ℕ} {a : Fin n → R}
    (h : IsCAR a) : IsCAR (addMode a) := by
  constructor
  · intro i j
    refine Fin.cases ?_ (fun i => ?_) i <;> refine Fin.cases ?_ (fun j => ?_) j <;>
      ext p q <;> fin_cases p <;> fin_cases q <;>
      simp [addMode, h.anti]
  · -- the adjoint of a 2×2 block matrix, entry by entry
    have hst : ∀ x y z w : R, star !![x, y; z, w] = !![star x, star z; star y, star w] := by
      intro x y z w
      ext p q
      fin_cases p <;> fin_cases q <;> rfl
    intro i j
    refine Fin.cases ?_ (fun i => ?_) i <;> refine Fin.cases ?_ (fun j => ?_) j
    · ext p q
      fin_cases p <;> fin_cases q <;> simp [addMode, hst]
    · rw [if_neg (Fin.succ_ne_zero j).symm]
      ext p q
      fin_cases p <;> fin_cases q <;> simp [addMode, hst]
    · rw [if_neg (Fin.succ_ne_zero i)]
      ext p q
      fin_cases p <;> fin_cases q <;> simp [addMode, hst]
    · have hc := h.canon i j
      rcases eq_or_ne i j with rfl | hij
      · rw [if_pos rfl] at hc ⊢
        ext p q
        fin_cases p <;> fin_cases q <;>
          simp [addMode, Matrix.mul_apply, Fin.sum_univ_two, hst, hc]
      · rw [if_neg hij] at hc
        rw [if_neg (fun hs => hij (Fin.succ_injective _ hs))]
        ext p q
        fin_cases p <;> fin_cases q <;>
          simp [addMode, Matrix.mul_apply, Fin.sum_univ_two, hst, hc]

/-- The position of an orbital and spin in the Jordan–Wigner chain of four modes. -/
def site (p : Option (Fin 1) × Bool) : Fin 4 :=
  (if p.1.isSome then 2 else 0) + (if p.2 then 1 else 0)

/-- Four Jordan–Wigner modes realize an impurity and one bath orbital, each with two spins. -/
theorem isCAR_witness : IsCAR (fun p : Option (Fin 1) × Bool =>
    addMode (addMode (addMode (addMode (fun i : Fin 0 => (i.elim0 : ℝ))))) (site p)) := by
  have h0 : IsCAR (fun i : Fin 0 => (i.elim0 : ℝ)) := ⟨fun i => i.elim0, fun i => i.elim0⟩
  have h4 := addMode_isCAR (addMode_isCAR (addMode_isCAR (addMode_isCAR h0)))
  have inj : ∀ p q, site p = site q ↔ p = q := by decide
  refine ⟨fun p q => h4.anti _ _, fun p q => (h4.canon (site p) (site q)).trans ?_⟩
  by_cases hpq : p = q
  · rw [if_pos hpq, if_pos ((inj p q).2 hpq)]
  · rw [if_neg hpq, if_neg (fun hs => hpq ((inj p q).1 hs))]

end

end AndersonSpectralMoments
```

```lean
#print axioms AndersonSpectralMoments.moment_operators
-- 'AndersonSpectralMoments.moment_operators' depends on axioms: [propext, Classical.choice, Quot.sound]
#print axioms AndersonSpectralMoments.spectral_moments
-- 'AndersonSpectralMoments.spectral_moments' depends on axioms: [propext, Classical.choice, Quot.sound]
```

## Two operator identities and their averages

Write \(c_{k\sigma}\) for the annihilator of bath level \(k\), with energy \(\varepsilon_k\). `moment_operators` states that

\[
\{A,d_\uparrow^\dagger\}=e+Un_\downarrow,\qquad
\{A,A^\dagger\}=e^2+(2eU+U^2)n_\downarrow+\sum_k V_k^2 .
\]

`spectral_moments` averages them. With \(n=\langle n_\downarrow\rangle\),

\[
M_1=\langle\{[d_\uparrow,H],d_\uparrow^\dagger\}\rangle=e+Un,
\]
\[
M_2=\langle\{[[d_\uparrow,H],H],d_\uparrow^\dagger\}\rangle=e^2+(2eU+U^2)n+\sum_k V_k^2 .
\]

The bath energies do not appear explicitly, but they can still influence \(n\), which the formulas take as an input.

## The impurity, its bath and the average

The operators live in a real star-algebra `R`, where `star` is the adjoint, and `IsCAR` imposes the canonical anticommutation relations. A mode is a pair in `Option K × Bool`: `none` is the impurity, `some k` a bath level, `true` spin up. The bath `K` is finite and may be empty. Both spins share the same real \(e\), \(\varepsilon_k\) and \(V_k\), so there is no Zeeman splitting.

The average is a real-linear map `w` into \(\mathbb C\) with `w 1 = 1`; positivity is not needed. The hypothesis `hw` says \(\langle[n_\downarrow,H]\rangle=0\): the mean spin-down occupation has zero rate of change at the instant considered. In an energy eigenstate or thermal equilibrium this holds at all times. The moments are defined by nested commutators; no spectral function or frequency integral appears in the file.

`isCAR_witness` realizes the relations for an impurity and one bath orbital. Each `addMode` step puts a new mode in front and gives the old ones opposite signs in the two diagonal blocks, which makes them anticommute with it.

## From the equation of motion to the second moment

For any modes, `comm_bilinear` regroups

\[
[a_i,a_j^\dagger a_k]=\{a_i,a_j^\dagger\}a_k-a_j^\dagger\{a_i,a_k\}=\delta_{ij}a_k .
\]

Hence an occupation commutes with the operators of every other mode (`num_commutes`). Since \(a_i^2=0\), `num_sq` finds

\[
n_i^2=a_i^\dagger(1-a_i^\dagger a_i)a_i=n_i .
\]

In \([d_\uparrow,H]\), the bath energies and all one-body spin-down terms drop out. The hybridization contributes \([d_\uparrow,d_\uparrow^\dagger c_{k\uparrow}]=c_{k\uparrow}\), so `equation_of_motion` reads

\[
A=e\,d_\uparrow+Un_\downarrow d_\uparrow+\sum_k V_kc_{k\uparrow}.
\]

The proof treats the commutator as a linear map `L`, distributes it over the sums and evaluates each term.

`acomm_creator` then gives \(\{A,d_\uparrow^\dagger\}=e+Un_\downarrow\) and \(\{A,c_{k\uparrow}^\dagger\}=V_k\). Because \(A\) commutes with \(n_\downarrow\),

\[
\{A,d_\uparrow^\dagger n_\downarrow\}=(e+Un_\downarrow)n_\downarrow=(e+U)n_\downarrow .
\]

Inserting \(A^\dagger=e\,d_\uparrow^\dagger+Ud_\uparrow^\dagger n_\downarrow+\sum_kV_kc_{k\uparrow}^\dagger\) yields

\[
\{A,A^\dagger\}=e(e+Un_\downarrow)+U(e+U)n_\downarrow+\sum_kV_k^2 ,
\]

which is the second identity.

For \(M_2\), `anderson_selfAdjoint` gives \(A^\dagger=[H,d_\uparrow^\dagger]\), and the identity `key` moves one commutator across:

\[
\{[A,H],d_\uparrow^\dagger\}=[\{A,d_\uparrow^\dagger\},H]+\{A,A^\dagger\}
=U[n_\downarrow,H]+\{A,A^\dagger\}.
\]

The first term averages to zero by `hw`.

## A moving spin-down electron spoils \(M_2\)

Take one bath level with amplitude \(V\) and the state \((d_\downarrow^\dagger+i\,c_\downarrow^\dagger)|0\rangle/\sqrt2\), which carries a current between the orbitals. Here \([n_\downarrow,H]=V(d_\downarrow^\dagger c_\downarrow-c_\downarrow^\dagger d_\downarrow)\) has average \(iV\). The nested-commutator \(M_2\) therefore differs from the stated formula by \(iUV\), while \(M_1\) is unaffected.

## Checking an impurity solver

In an exact-diagonalization code for this finite-bath model, the equilibrium spin-up impurity Green's function has poles \(\omega_p\) with weights \(w_p\). The sums \(\sum_p w_p\omega_p\) and \(\sum_p w_p\omega_p^2\) can be compared with \(M_1\) and \(M_2\), using the computed \(n\). The same numbers are the coefficients of \(1/z^2\) and \(1/z^3\) in the high-frequency expansion of \(G(z)\). If the code uses \(H-\mu N\), then \(e\) is measured from the chemical potential \(\mu\).
